# Collision efficiency and mean energy loss in an exponential model of low-pressure dissociation

A molecule dissociating in a dilute gas gains and loses energy in collisions with the bath. At low pressure, one that crosses the dissociation threshold falls apart before its next collision. Nothing returns from above, so the population just below threshold is depleted. How large is the resulting rate, compared with that for collisions that restore equilibrium each time?

Measure energy $E$ from the threshold. Near it, take the equilibrium population to be $e^{-E/F}$, with $F>0$. The energy $F$ equals $kT$ for a constant density of states and is larger for one that grows exponentially. The model extends this form to all energies, so an unbounded reservoir at $E\to-\infty$ supplies the molecules lost by reaction.

```lean
import Mathlib

open Real Set MeasureTheory Filter Topology

namespace WeakCollisionEfficiency

noncomputable section
```

## Kernel, population and flux

One collision changes the energy by $x=E-E'$, from $E'$ to $E$, with probability density

$$P(x)=\frac{1}{a+g}\begin{cases}e^{-x/g},&x\ge 0,\\ e^{x/a},&x<0.\end{cases}$$

The ranges $a$ and $g$ are energies, for down-steps and up-steps.

```lean
/-- Probability density of an energy gain `x` in one collision, for `a, g > 0`: exponential with
range `g` for up-steps and range `a` for down-steps. -/
def stepDensity (a g x : ℝ) : ℝ :=
  if 0 ≤ x then exp (-x / g) / (a + g) else exp (x / a) / (a + g)
```

The mean energy gain is $\langle\Delta E\rangle=\int xP(x)\,dx$, negative when molecules lose energy on average.

```lean
/-- Mean energy gained by the molecule in one collision, for `a, g > 0`. -/
def meanEnergy (a g : ℝ) : ℝ := ∫ x, x * stepDensity a g x
```

The trial population below threshold is the equilibrium one lowered by a constant, $G(E)=e^{-E/F}-c$.

```lean
/-- Equilibrium population `exp (-E/F)` lowered by a constant `c`, for `F > 0`. -/
def population (F c E : ℝ) : ℝ := exp (-E / F) - c
```

The reactive flux, per collision, counts transfers from $E'<0$ to $E>0$. Its definition sets $c=g/a$, a choice justified below by stationarity.

```lean
/-- Flux from below the threshold `E = 0` to above it, for the population with `c = g/a`
and `a, g, F > 0`. -/
def reactiveFlux (a g F : ℝ) : ℝ :=
  ∫ E in Ioi 0, ∫ E' in Iio 0, stepDensity a g (E - E') * population F (g / a) E'
```

The efficiency $B_c$ is this flux divided by the equilibrium population above threshold, which is the flux if every collision restored equilibrium.

```lean
/-- Collision efficiency, for `a, g, F > 0`: the reactive flux divided by the equilibrium
population above threshold. -/
def efficiency (a g F : ℝ) : ℝ := reactiveFlux a g F / ∫ E in Ioi 0, exp (-E / F)
```

## Integrals of exponentials

At $x=0$ both branches of $P$ give $1/(a+g)$, so the down-step formula holds for all $x\le0$.

```lean
/-- A step that does not raise the energy has the exponential density of range `a`. -/
lemma stepDensity_down (a g : ℝ) {x : ℝ} (hx : x ≤ 0) :
    stepDensity a g x = exp (x / a) / (a + g) := by
  rcases hx.lt_or_eq with h | h
  · exact if_neg (not_le_of_gt h)
  · subst h
    simp [stepDensity]
```

For $b>0$, $\int_{-\infty}^t e^{x/b}dx=b\,e^{t/b}$. Lean gives a non-integrable function the integral zero, so this nonzero value also proves integrability.

```lean
/-- For `b > 0`, a growing exponential is integrable up to any energy `t`, with integral
`b exp (t/b)`. -/
lemma integral_exp_below {b : ℝ} (hb : 0 < b) (t : ℝ) :
    Integrable (fun x => exp (x / b)) (volume.restrict (Iic t)) ∧
      ∫ x in Iic t, exp (x / b) = b * exp (t / b) := by
  have v : ∫ x in Iic t, exp (x / b) = b * exp (t / b) := by
    simp only [div_eq_inv_mul]
    rw [integral_exp_mul_Iic (inv_pos.2 hb), div_inv_eq_mul, mul_comm]
  exact ⟨not_imp_comm.1 integral_undef (by rw [v]; positivity), v⟩
```

Reflection gives $\int_0^\infty e^{-x/b}dx=b$. The antiderivative $-(bx+b^2)e^{-x/b}$ vanishes at infinity and equals $-b^2$ at zero, hence $\int_0^\infty x\,e^{-x/b}dx=b^2$.

```lean
/-- For `b > 0`, the decaying exponential of range `b` has integral `b` and first moment `b ^ 2`
on the positive half-line. -/
lemma integral_exp_above {b : ℝ} (hb : 0 < b) :
    ∫ x in Ioi 0, exp (-x / b) = b ∧ ∫ x in Ioi 0, x * exp (-x / b) = b ^ 2 := by
  have hbb : b * b⁻¹ = 1 := mul_inv_cancel₀ hb.ne'
  constructor
  · have h := integral_comp_neg_Ioi (0 : ℝ) (fun x => exp (x / b))
    rw [neg_zero, (integral_exp_below hb 0).2, zero_div, exp_zero, mul_one] at h
    exact h
  · -- an explicit antiderivative that vanishes at infinity
    have hd : ∀ x ∈ Ici (0 : ℝ),
        HasDerivAt (fun y => -(b * y + b ^ 2) * exp (-y / b)) (x * exp (-x / b)) x := by
      intro x _
      have h1 := (((hasDerivAt_id' x).const_mul b).add_const (b ^ 2)).fun_neg
      have h2 := ((hasDerivAt_id' x).fun_neg.div_const b).exp
      exact (h1.fun_mul h2).congr_deriv (by
        linear_combination (exp (-x / b) * (x + b)) * hbb)
    have hl : Tendsto (fun y => -(b * y + b ^ 2) * exp (-y / b)) atTop (𝓝 0) := by
      have l (n : ℕ) := (Real.tendsto_pow_mul_exp_neg_atTop_nhds_zero n).comp
        (tendsto_id.atTop_div_const hb)
      have h := ((l 1).add (l 0)).const_mul (-b ^ 2)
      rw [add_zero, mul_zero] at h
      refine h.congr (fun x => ?_)
      simp only [Function.comp_apply, id_eq, neg_div]
      linear_combination (-(b * x * exp (-(x / b)))) * hbb
    rw [integral_Ioi_of_hasDerivAt_of_nonneg' hd
      (fun x hx => mul_nonneg (le_of_lt hx) (exp_pos _).le) hl]
    simp
```

## Detailed balance fixes the up-step range

Detailed balance requires $P(E-E')e^{-E'/F}=P(E'-E)e^{-E/F}$. For $d=E-E'\ge0$, comparing exponents gives

$$-\frac dg=-\frac da-\frac dF,\qquad\text{so}\qquad \frac1g=\frac1a+\frac1F,$$

or equivalently $g(a+F)=aF$. The proof reads off this relation from the single pair $E=1$, $E'=0$. Conversely, the relation gives balance for $E'\le E$, and symmetry covers the other order.

```lean
/-- For `a, g, F > 0`, the collision kernel obeys detailed balance with the equilibrium population
`exp (-E/F)` exactly when `g (a + F) = a F`, that is `1/g = 1/a + 1/F`. -/
theorem detailed_balance_iff {a g F : ℝ} (ha : 0 < a) (hg : 0 < g) (hF : 0 < F) :
    (∀ E E', stepDensity a g (E - E') * exp (-E' / F) =
      stepDensity a g (E' - E) * exp (-E / F)) ↔ g * (a + F) = a * F := by
  have hs : a + g ≠ 0 := by positivity
  have hiff : 1 / g = 1 / a + 1 / F ↔ g * (a + F) = a * F := by
    rw [div_add_div _ _ ha.ne' hF.ne', div_eq_div_iff hg.ne' (by positivity)]
    constructor <;> intro h <;> linarith
  rw [← hiff]
  constructor
  · intro H
    have h := H 1 0
    rw [stepDensity, if_pos (by norm_num), stepDensity_down a g (by norm_num),
      div_mul_eq_mul_div, div_mul_eq_mul_div, div_left_inj' hs, ← exp_add, ← exp_add] at h
    have h' := exp_injective h
    linear_combination -h'
  · intro h
    have key : ∀ E E', E' ≤ E → stepDensity a g (E - E') * exp (-E' / F) =
        stepDensity a g (E' - E) * exp (-E / F) := by
      intro E E' hE
      rw [stepDensity, if_pos (sub_nonneg.2 hE), stepDensity_down a g (sub_nonpos.2 hE),
        div_mul_eq_mul_div, div_mul_eq_mul_div, ← exp_add, ← exp_add]
      congr 2
      linear_combination (-(E - E')) * h
    intro E E'
    rcases le_total E' E with hE | hE
    · exact key E E' hE
    · exact (key E' E hE).symm
```

The later theorems assume this relation as `h`, except for the moments, which hold for any $a,g>0$:

$$\int P\,dx=\frac{a+g}{a+g}=1,\qquad \langle\Delta E\rangle=\frac{g^2-a^2}{a+g}=g-a.$$

The proof splits each integral at zero.

```lean
/-- For `a, g > 0`, the step density is normalised and the mean energy gain per collision
is `g - a`. -/
theorem stepDensity_moments {a g : ℝ} (ha : 0 < a) (hg : 0 < g) :
    ∫ x, stepDensity a g x = 1 ∧ meanEnergy a g = g - a := by
  have hs : a + g ≠ 0 := by positivity
  have up : ∀ x ∈ Ioi (0 : ℝ), stepDensity a g x = exp (-x / g) / (a + g) :=
    fun x hx => if_pos (le_of_lt hx)
  constructor
  · have d : ∫ x in Iic 0, stepDensity a g x = a / (a + g) := by
      rw [setIntegral_congr_fun measurableSet_Iic (fun x hx => stepDensity_down a g hx),
        integral_div, (integral_exp_below ha 0).2, zero_div, exp_zero, mul_one]
    have u : ∫ x in Ioi 0, stepDensity a g x = g / (a + g) := by
      rw [setIntegral_congr_fun measurableSet_Ioi up, integral_div, (integral_exp_above hg).1]
    rw [← intervalIntegral.integral_Iic_add_Ioi
      (not_imp_comm.1 integral_undef (by rw [d]; positivity))
      (not_imp_comm.1 integral_undef (by rw [u]; positivity)), d, u, ← add_div, div_self hs]
  · have m : ∫ x in Iic 0, x * exp (x / a) = -a ^ 2 := by
      have h := integral_comp_neg_Ioi (0 : ℝ) (fun x => x * exp (x / a))
      simp only [neg_mul, integral_neg, neg_zero] at h
      rw [← h, (integral_exp_above ha).2]
    have d : ∫ x in Iic 0, x * stepDensity a g x = -a ^ 2 / (a + g) := by
      have e : EqOn (fun x => x * stepDensity a g x)
          (fun x => x * exp (x / a) / (a + g)) (Iic 0) := fun x hx => by
        simp only [stepDensity_down a g hx, mul_div_assoc]
      rw [setIntegral_congr_fun measurableSet_Iic e, integral_div, m]
    have u : ∫ x in Ioi 0, x * stepDensity a g x = g ^ 2 / (a + g) := by
      have e : EqOn (fun x => x * stepDensity a g x)
          (fun x => x * exp (-x / g) / (a + g)) (Ioi 0) := fun x hx => by
        simp only [up x hx, mul_div_assoc]
      rw [setIntegral_congr_fun measurableSet_Ioi e, integral_div, (integral_exp_above hg).2]
    have hd : -a ^ 2 / (a + g) ≠ 0 := div_ne_zero (neg_ne_zero.2 (pow_ne_zero 2 ha.ne')) hs
    rw [meanEnergy, ← intervalIntegral.integral_Iic_add_Ioi
      (not_imp_comm.1 integral_undef (by rw [d]; exact hd))
      (not_imp_comm.1 integral_undef (by rw [u]; positivity)), d, u, ← add_div, div_eq_iff hs]
    ring
```

## The steady population below threshold

Transfer into $E$ from energies up to $t\le E$ uses only up-steps. Since $1/g-1/F=1/a$, it equals

$$\frac{e^{-E/g}}{a+g}\left(a\,e^{t/a}-c\,g\,e^{t/g}\right).$$

```lean
/-- Transfer into `E` from all energies up to `t ≤ E`, for `a, g > 0` and `1/g = 1/a + 1/F`:
the integral converges and has a closed form. -/
lemma upward_transfer {a g F : ℝ} (ha : 0 < a) (hg : 0 < g) (h : 1 / g = 1 / a + 1 / F)
    (c : ℝ) {t E : ℝ} (hE : t ≤ E) :
    IntegrableOn (fun E' => stepDensity a g (E - E') * population F c E') (Iic t) ∧
      ∫ E' in Iic t, stepDensity a g (E - E') * population F c E' =
        exp (-E / g) / (a + g) * (a * exp (t / a) - c * (g * exp (t / g))) := by
  obtain ⟨i1, v1⟩ := integral_exp_below ha t
  obtain ⟨i2, v2⟩ := integral_exp_below hg t
  have e : EqOn (fun E' => stepDensity a g (E - E') * population F c E')
      (fun x => exp (-E / g) / (a + g) * (exp (x / a) - c * exp (x / g))) (Iic t) := by
    intro x hx
    have e1 : exp (-(E - x) / g) * exp (-x / F) = exp (-E / g) * exp (x / a) := by
      rw [← exp_add, ← exp_add]
      congr 1
      linear_combination x * h
    have e2 : exp (-(E - x) / g) = exp (-E / g) * exp (x / g) := by
      rw [← exp_add]
      congr 1
      ring
    simp only [population, stepDensity, if_pos (sub_nonneg.2 ((mem_Iic.1 hx).trans hE))]
    linear_combination (e1 - c * e2) / (a + g)
  have hi : IntegrableOn
      (fun x => exp (-E / g) / (a + g) * (exp (x / a) - c * exp (x / g))) (Iic t) :=
    (i1.sub (i2.const_mul c)).const_mul _
  refine ⟨hi.congr_fun e.symm measurableSet_Iic, ?_⟩
  rw [setIntegral_congr_fun measurableSet_Iic e, integral_const_mul,
    integral_sub i1 (i2.const_mul c), integral_const_mul, v1, v2]
```

For $E<0$, set $t=E$. The upward part is $(a\,e^{-E/F}-cg)/(a+g)$. The downward part comes from $E<E'<0$:

$$\frac{1}{a+g}\int_E^0 e^{(E-E')/a}\left(e^{-E'/F}-c\right)dE'=\frac{g\,e^{-E/F}-g\,e^{E/a}-ca+ca\,e^{E/a}}{a+g}.$$

Their sum is

$$e^{-E/F}-c+\frac{ca-g}{a+g}\,e^{E/a}.$$

The population is therefore reproduced exactly when $c=g/a$. In the proof, `key` is this sum, with the downward part obtained from an explicit antiderivative. The theorem selects $c$ within this one-parameter family; it does not exclude steady populations of other shapes.

```lean
/-- For `a, F > 0` and `1/g = 1/a + 1/F`, the population `exp (-E/F) - c` on `E < 0` is reproduced
by transfer from energies below threshold exactly when `c = g/a`. -/
theorem stationary_iff {a g F : ℝ} (ha : 0 < a) (hF : 0 < F) (h : 1 / g = 1 / a + 1 / F)
    (c : ℝ) :
    (∀ E < 0, ∫ E' in Iio 0, stepDensity a g (E - E') * population F c E' =
      population F c E) ↔ c = g / a := by
  have hg : 0 < g := one_div_pos.1 (by rw [h]; positivity)
  have hs : a + g ≠ 0 := by positivity
  have haa : a * a⁻¹ = 1 := mul_inv_cancel₀ ha.ne'
  have hgg : g * g⁻¹ = 1 := mul_inv_cancel₀ hg.ne'
  have hss : (a + g) * (a + g)⁻¹ = 1 := mul_inv_cancel₀ hs
  -- one collision adds a multiple of exp (E/a) to the trial population
  have key : ∀ E < 0, ∫ E' in Iio 0, stepDensity a g (E - E') * population F c E' =
      population F c E + (c * a - g) / (a + g) * exp (E / a) := by
    intro E hE
    obtain ⟨iu, vu⟩ := upward_transfer ha hg h c (le_refl E)
    have e : EqOn (fun E' => stepDensity a g (E - E') * population F c E')
        (fun x => exp ((E - x) / a) / (a + g) * (exp (-x / F) - c)) (Ioc E 0) := fun x hx => by
      simp only [population, stepDensity_down a g (sub_nonpos.2 hx.1.le)]
    have hc : Continuous (fun x => exp ((E - x) / a) / (a + g) * (exp (-x / F) - c)) := by
      fun_prop
    have hd : ∀ x, HasDerivAt
        (fun y => (c * a * exp ((E - y) / a) - g * exp (E / a - y / g)) / (a + g))
        (exp ((E - x) / a) / (a + g) * (exp (-x / F) - c)) x := by
      intro x
      have h1 := (((hasDerivAt_id' x).const_sub E).div_const a).exp.const_mul (c * a)
      have h2 := (((hasDerivAt_id' x).div_const g).const_sub (E / a)).exp.const_mul g
      have e2 : exp (E / a - x / g) = exp ((E - x) / a) * exp (-x / F) := by
        rw [← exp_add]
        congr 1
        linear_combination (-x) * h
      refine ((h1.fun_sub h2).div_const (a + g)).congr_deriv ?_
      rw [e2]
      linear_combination (-(c * exp ((E - x) / a)) * haa
        + exp ((E - x) / a) * exp (-x / F) * hgg) / (a + g)
    have p1 : exp (-E / g) * exp (E / a) = exp (-E / F) := by
      rw [← exp_add]
      congr 1
      linear_combination (-E) * h
    have p2 : exp (-E / g) * exp (E / g) = 1 := by
      rw [← exp_add, neg_div, neg_add_cancel, exp_zero]
    have p3 : exp (E / a - E / g) = exp (-E / F) := by
      congr 1
      linear_combination (-E) * h
    rw [← integral_Iic_eq_integral_Iio, ← Iic_union_Ioc_eq_Iic hE.le,
      setIntegral_union (Iic_disjoint_Ioc le_rfl) measurableSet_Ioc iu
        (hc.integrableOn_Ioc.congr_fun e.symm measurableSet_Ioc), vu,
      setIntegral_congr_fun measurableSet_Ioc e, ← intervalIntegral.integral_of_le hE.le,
      intervalIntegral.integral_eq_sub_of_hasDerivAt (fun x _ => hd x)
        (hc.intervalIntegrable _ _)]
    simp only [population, sub_zero, zero_div, sub_self, exp_zero]
    linear_combination (a * p1 - c * g * p2 + g * p3) / (a + g) + (exp (-E / F) - c) * hss
  constructor
  · intro H
    have h0 := H (-1) (by norm_num)
    rw [key (-1) (by norm_num)] at h0
    have h1 : c * a - g = 0 := by
      by_contra hne
      exact mul_ne_zero (div_ne_zero hne hs) (exp_ne_zero (-1 / a)) (by linarith)
    rw [eq_div_iff ha.ne']
    linarith
  · intro hc E hE
    have h1 : c * a - g = 0 := by rw [hc, div_mul_cancel₀ _ ha.ne', sub_self]
    rw [key E hE, h1, zero_div, zero_mul, add_zero]
```

## Flux over the threshold

For $E>0$, set $t=0$ and $c=g/a$. From $g=aF/(a+F)$ we have $a-g=a^2/(a+F)$, so the population arriving at $E$ is

$$e^{-E/g}\,\frac{a-g^2/a}{a+g}=e^{-E/g}\,\frac{a-g}{a}=\frac{a}{a+F}\,e^{-E/g}.$$

Integrating over $E>0$ multiplies the prefactor by $g$, and the flux is $\left(a/(a+F)\right)^2F$.

```lean
/-- For `a, F > 0` and `1/g = 1/a + 1/F`, the flux over threshold is `(a/(a+F))^2 F`. -/
theorem reactiveFlux_eq {a g F : ℝ} (ha : 0 < a) (hF : 0 < F) (h : 1 / g = 1 / a + 1 / F) :
    reactiveFlux a g F = (a / (a + F)) ^ 2 * F := by
  have hg : 0 < g := one_div_pos.1 (by rw [h]; positivity)
  have hs : a + g ≠ 0 := by positivity
  have haF : a + F ≠ 0 := by positivity
  have gm : g * (a + F) = a * F := by
    rw [div_add_div _ _ ha.ne' hF.ne', div_eq_div_iff hg.ne' (by positivity)] at h
    linarith
  -- above threshold only up-steps contribute
  have e : EqOn (fun E => ∫ E' in Iio 0, stepDensity a g (E - E') * population F (g / a) E')
      (fun E => exp (-E / g) * ((a - g / a * g) / (a + g))) (Ioi 0) := by
    intro E hE
    have v := (upward_transfer ha hg h (g / a) (le_of_lt (mem_Ioi.1 hE))).2
    rw [integral_Iic_eq_integral_Iio] at v
    simp only [v, zero_div, exp_zero]
    ring
  have k : (a - g / a * g) / (a + g) = a / (a + F) := by
    have k1 : a - g / a * g = (a - g) * (a + g) / a := by
      rw [eq_div_iff ha.ne']
      linear_combination (-g * g) * mul_inv_cancel₀ ha.ne'
    rw [k1, div_right_comm, mul_div_cancel_right₀ _ hs, div_eq_div_iff ha.ne' haF]
    linear_combination -gm
  have r : g = F * (a / (a + F)) := by
    rw [← mul_div_assoc, eq_div_iff haF]
    linear_combination gm
  rw [reactiveFlux, setIntegral_congr_fun measurableSet_Ioi e, integral_mul_const,
    (integral_exp_above hg).1, k]
  linear_combination (a / (a + F)) * r
```

## Efficiency from the mean energy loss

The equilibrium population above threshold is $F$, so $B_c=\left(a/(a+F)\right)^2$ and $1-\sqrt{B_c}=F/(a+F)$. Hence

$$\frac{B_c}{1-\sqrt{B_c}}=\frac{a^2}{F(a+F)}=\frac{a-g}{F}=-\frac{\langle\Delta E\rangle}{F}.$$

For this exponential kernel and population in the low-pressure limit, the formula turns a mean energy loss into an efficiency, and it can serve as a reference value for a numerical master-equation solver.

```lean
/-- For `a, F > 0` and `1/g = 1/a + 1/F`, the collision efficiency `Bc` equals `(a/(a+F))^2`, and
`Bc / (1 - √Bc)` is the mean energy lost per collision divided by `F`. -/
theorem efficiency_relation {a g F : ℝ} (ha : 0 < a) (hF : 0 < F)
    (h : 1 / g = 1 / a + 1 / F) :
    efficiency a g F = (a / (a + F)) ^ 2 ∧
      efficiency a g F / (1 - √(efficiency a g F)) = -meanEnergy a g / F := by
  have hg : 0 < g := one_div_pos.1 (by rw [h]; positivity)
  have haF : a + F ≠ 0 := by positivity
  have gm : g * (a + F) = a * F := by
    rw [div_add_div _ _ ha.ne' hF.ne', div_eq_div_iff hg.ne' (by positivity)] at h
    linarith
  have b : efficiency a g F = (a / (a + F)) ^ 2 := by
    rw [efficiency, reactiveFlux_eq ha hF h, (integral_exp_above hF).1,
      mul_div_cancel_right₀ _ hF.ne']
  refine ⟨b, ?_⟩
  have s : 1 - a / (a + F) = F / (a + F) := by
    rw [eq_div_iff haF, sub_mul, div_mul_cancel₀ _ haF]
    ring
  have r : a - g = a * (a / (a + F)) := by
    rw [← mul_div_assoc, eq_div_iff haF]
    linear_combination -gm
  rw [b, Real.sqrt_sq (by positivity), s, (stepDensity_moments ha hg).2,
    div_eq_div_iff (div_ne_zero hF.ne' haF) hF.ne']
  linear_combination (-(F / (a + F))) * r

end

end WeakCollisionEfficiency
```

## Without detailed balance the relation can fail

Take $a=g=1$ and $F=2$, which violates $1/g=1/a+1/F$. The kernel is symmetric, so $\langle\Delta E\rangle=0$. With $c=g/a=1$ the flux is

$$\frac12\int_0^\infty e^{-E}dE\int_{-\infty}^0\left(e^{E'/2}-e^{E'}\right)dE'=\frac12.$$

Then $B_c=1/4$ and $B_c/(1-\sqrt{B_c})=1/2$, whereas $-\langle\Delta E\rangle/F=0$. The trial population is not steady under this kernel, so $B_c$ is here only the ratio defined above, not the efficiency of a steady reaction.

```lean
#print axioms WeakCollisionEfficiency.detailed_balance_iff
#print axioms WeakCollisionEfficiency.stationary_iff
#print axioms WeakCollisionEfficiency.efficiency_relation
```

```
'WeakCollisionEfficiency.detailed_balance_iff' depends on axioms: [propext, Classical.choice, Quot.sound]
'WeakCollisionEfficiency.stationary_iff' depends on axioms: [propext, Classical.choice, Quot.sound]
'WeakCollisionEfficiency.efficiency_relation' depends on axioms: [propext, Classical.choice, Quot.sound]
```
